# The gradient of the density-fitted Coulomb energy needs no derivative of the fitting coefficients

The gradient of a density-fitted Coulomb energy can be computed by solving one set of linear equations for the fitting coefficients at the current geometry, then contracting them with the derivatives of the integrals. The derivatives of the coefficients aren't needed. Those of the integrals over the electron density include any change of the density itself with the geometry. This holds when the Coulomb metric is symmetric and invertible at that geometry and the integrals are differentiable there.

## Energies of a fitted density

An electron density ρ is approximated by a sum Σᵢ dᵢ χᵢ of auxiliary functions. The Coulomb integrals needed are

vᵢ = (χᵢ|ρ),  Jᵢⱼ = (χᵢ|χⱼ).

Here J is the metric of the auxiliary basis, not the Coulomb matrix in the orbital basis that often carries this letter. In Lean, `n` is the finite set of auxiliary labels, not their number; `J` is a real matrix and `v` a real vector.

```lean
import Mathlib

open Matrix Filter Topology

namespace DensityFittingGradient

noncomputable section

variable {n : Type*} [Fintype n] [DecidableEq n]
```

With ⟨a,b⟩ = Σᵢ aᵢbᵢ, written `⬝ᵥ` in Lean, and `*ᵥ` for a matrix acting on a vector, the fitted energy is

E = ⟨v, J⁻¹v⟩.

The physical Coulomb energy carries a further factor 1/2. Lean assigns the zero matrix as the inverse of a singular J, so the theorems about E assume an invertible or positive definite metric.

```lean
/-- The fitted Coulomb energy `⟨v, J⁻¹ v⟩`, for an invertible Coulomb metric `J`. -/
def fittedEnergy (J : Matrix n n ℝ) (v : n → ℝ) : ℝ := v ⬝ᵥ (J⁻¹ *ᵥ v)
```

For trial coefficients d, Dunlap's functional is

R(d) = 2⟨d,v⟩ − ⟨d,Jd⟩.

It is usually judged against the exact (ρ|ρ). Below, its error is measured from E, so the incompleteness of the auxiliary basis doesn't enter.

```lean
/-- Dunlap's robust energy `2⟨d, v⟩ - ⟨d, J d⟩` for trial fitting coefficients `d`. -/
def robustEnergy (J : Matrix n n ℝ) (v d : n → ℝ) : ℝ :=
  2 * (d ⬝ᵥ v) - d ⬝ᵥ (J *ᵥ d)
```

## Quadratic and linear errors

Let c solve the fitting equations Jc = v. Invertibility, `IsUnit J.det`, stands for linearly independent auxiliary functions, and gives

J⁻¹v = J⁻¹Jc = c.

```lean
/-- For an invertible metric, a solution `c` of the fitting equations `J c = v`
is `J⁻¹ v`. -/
theorem inv_mulVec_eq {J : Matrix n n ℝ} {v c : n → ℝ}
    (hdet : IsUnit J.det) (hc : J *ᵥ c = v) : J⁻¹ *ᵥ v = c := by
  rw [← hc, Matrix.mulVec_mulVec, Matrix.nonsing_inv_mul _ hdet, Matrix.one_mulVec]
```

Two charge distributions repel each other equally in either order. For symmetric J,

⟨a,Jb⟩ = ⟨Jᵀa,b⟩ = ⟨Ja,b⟩ = ⟨b,Ja⟩.

```lean
omit [DecidableEq n] in
/-- The Coulomb interaction of two fitted densities is the same in either order
when the metric is symmetric. -/
theorem coulomb_swap {J : Matrix n n ℝ} (hJ : J.IsSymm) (a b : n → ℝ) :
    a ⬝ᵥ (J *ᵥ b) = b ⬝ᵥ (J *ᵥ a) := by
  rw [Matrix.dotProduct_mulVec, ← Matrix.mulVec_transpose, hJ.eq, dotProduct_comm]
```

Since E = ⟨v,c⟩, expanding the self-energy of the coefficient error gives

⟨d−c, J(d−c)⟩ = ⟨d,Jd⟩ − ⟨d,Jc⟩ − ⟨c,Jd⟩ + ⟨c,Jc⟩
= ⟨d,Jd⟩ − 2⟨d,v⟩ + ⟨c,v⟩
= E − R(d).

In the proof, `simp only` does the expansion and `linear_combination` supplies the exchange ⟨c,Jd⟩ = ⟨d,v⟩.

```lean
/-- For a symmetric invertible metric and `J c = v`, Dunlap's energy with any coefficients
`d` differs from the fitted energy by exactly the Coulomb self-energy of `d - c`. -/
theorem robust_error {J : Matrix n n ℝ} {v c : n → ℝ} (hJ : J.IsSymm)
    (hdet : IsUnit J.det) (hc : J *ᵥ c = v) (d : n → ℝ) :
    fittedEnergy J v - robustEnergy J v d = (d - c) ⬝ᵥ (J *ᵥ (d - c)) := by
  have h := coulomb_swap hJ c d
  rw [hc] at h
  unfold fittedEnergy robustEnergy
  rw [inv_mulVec_eq hdet hc]
  simp only [Matrix.mulVec_sub, sub_dotProduct, dotProduct_sub, hc]
  linear_combination h + dotProduct_comm v c
```

The nonrobust energy ⟨d,v⟩ has a different error:

⟨d,v⟩ − E = ⟨d,v⟩ − ⟨c,v⟩ = ⟨d−c, v⟩.

```lean
/-- For an invertible metric and `J c = v`, the nonrobust energy `⟨d, v⟩` errs by
exactly `⟨d - c, v⟩`. -/
theorem nonrobust_error {J : Matrix n n ℝ} {v c : n → ℝ}
    (hdet : IsUnit J.det) (hc : J *ᵥ c = v) (d : n → ℝ) :
    d ⬝ᵥ v - fittedEnergy J v = (d - c) ⬝ᵥ v := by
  rw [fittedEnergy, inv_mulVec_eq hdet hc, sub_dotProduct, dotProduct_comm v c]
```

Put d = c + εu, with a fixed direction u and a real number ε. Then

E − R(c+εu) = ε²⟨u,Ju⟩,
⟨c+εu, v⟩ − E = ε⟨u,v⟩.

The second error is of first order unless u is orthogonal to v.

```lean
/-- Let the metric be symmetric and invertible, and `J c = v`. An error `ε u` in the coefficients
changes Dunlap's energy by `-ε²⟨u, J u⟩` and the nonrobust energy by `ε⟨u, v⟩`. -/
theorem error_orders {J : Matrix n n ℝ} {v c : n → ℝ} (hJ : J.IsSymm)
    (hdet : IsUnit J.det) (hc : J *ᵥ c = v) (u : n → ℝ) (ε : ℝ) :
    fittedEnergy J v - robustEnergy J v (c + ε • u) = ε ^ 2 * (u ⬝ᵥ (J *ᵥ u)) ∧
      (c + ε • u) ⬝ᵥ v - fittedEnergy J v = ε * (u ⬝ᵥ v) := by
  rw [robust_error hJ hdet hc, nonrobust_error hdet hc, add_sub_cancel_left]
  constructor
  · simp only [Matrix.mulVec_smul, smul_dotProduct, dotProduct_smul, smul_eq_mul]
    ring
  · simp only [smul_dotProduct, smul_eq_mul]
```

If J is also positive definite, every nonzero combination of auxiliary functions has positive self-repulsion. The robust error is then positive for d ≠ c, so R(d) < E. `Matrix.PosDef` includes symmetry for a real matrix, and the proof extracts it first.

```lean
/-- For a positive definite metric and `J c = v`, Dunlap's energy lies strictly below the
fitted energy for all coefficients `d` other than `c`. -/
theorem robustEnergy_lt {J : Matrix n n ℝ} {v c d : n → ℝ} (hJ : J.PosDef)
    (hc : J *ᵥ c = v) (hd : d ≠ c) : robustEnergy J v d < fittedEnergy J v := by
  have hs : J.IsSymm := by
    have h := hJ.isHermitian.eq
    rwa [Matrix.conjTranspose_eq_transpose_of_trivial] at h
  have hpos := hJ.dotProduct_mulVec_pos (sub_ne_zero.mpr hd)
  rw [star_trivial] at hpos
  have herr := robust_error hs hJ.det_pos.ne'.isUnit hc d
  linarith
```

## Energy change over a finite displacement

Take two geometries. At the reference geometry Bc = b, with B symmetric; at the displaced one Aw = a. Here A and B are metrics, a and b Coulomb vectors, w and c coefficients. Symmetry gives ⟨c,Bw⟩ = ⟨w,b⟩, hence

⟨c,(A−B)w⟩ = ⟨c,a⟩ − ⟨w,b⟩.

Also

⟨a−b, w+c⟩ = ⟨a,w⟩ + ⟨a,c⟩ − ⟨b,w⟩ − ⟨b,c⟩.

Subtracting the first line from the second leaves

⟨a,w⟩ − ⟨b,c⟩ = ⟨a−b, w+c⟩ − ⟨c,(A−B)w⟩.

No difference w − c appears: only the integrals are differenced.

```lean
omit [DecidableEq n] in
/-- Exact energy change between two geometries with fitting equations `B c = b` and
`A w = a`, where the metric `B` is symmetric. -/
theorem energy_displacement {A B : Matrix n n ℝ} {a b w c : n → ℝ} (hB : B.IsSymm)
    (hw : A *ᵥ w = a) (hc : B *ᵥ c = b) :
    a ⬝ᵥ w - b ⬝ᵥ c = (a - b) ⬝ᵥ (w + c) - c ⬝ᵥ ((A - B) *ᵥ w) := by
  have hs := coulomb_swap hB c w
  rw [hc] at hs
  simp only [Matrix.sub_mulVec, sub_dotProduct, dotProduct_add, dotProduct_sub, hw]
  linear_combination -(dotProduct_comm a c) - hs - dotProduct_comm w b
```

## Continuity of the coefficients

Let J and v depend on one nuclear coordinate, with value x at the reference geometry and t nearby. Suppose that their entries are continuous at x and that J(x) is invertible. The determinant is a polynomial in the matrix entries, so it is continuous at x and stays nonzero nearby. Cramer's rule then gives

wᵢ(t) = det(J(t) with column i replaced by v(t)) / det J(t),

which is continuous at x. The proof shows continuity of determinants once, as `hcont`, and uses it for numerator and denominator.

```lean
/-- If metric and Coulomb vector are continuous at `x` and the metric is invertible there,
it stays invertible nearby and the fitting coefficients are continuous at `x`. -/
theorem coefficients_continuousAt {J : ℝ → Matrix n n ℝ} {v : ℝ → n → ℝ} {x : ℝ}
    (hdet : IsUnit (J x).det) (hJ : ∀ i j, ContinuousAt (fun t => J t i j) x)
    (hv : ∀ i, ContinuousAt (fun t => v t i) x) :
    (∀ᶠ t in 𝓝 x, (J t).det ≠ 0) ∧
      ∀ i, ContinuousAt (fun t => ((J t)⁻¹ *ᵥ v t) i) x := by
  -- a determinant is a polynomial in the entries
  have hcont : ∀ A : ℝ → Matrix n n ℝ, (∀ i j, ContinuousAt (fun t => A t i j) x) →
      ContinuousAt (fun t => (A t).det) x := by
    intro A hA
    simp only [Matrix.det_apply']
    exact tendsto_finsetSum _ fun σ _ =>
      tendsto_const_nhds.mul (tendsto_finsetProd _ fun i _ => hA (σ i) i)
  refine ⟨(hcont J hJ).eventually_ne hdet.ne_zero, fun i => ?_⟩
  -- Cramer's rule for the coefficients
  have hcramer : ∀ t, ((J t)⁻¹ *ᵥ v t) i =
      ((J t).det)⁻¹ * ((J t).updateCol i (v t)).det := by
    intro t
    rw [Matrix.inv_def, Matrix.smul_mulVec, ← Matrix.cramer_eq_adjugate_mulVec,
      Pi.smul_apply, Matrix.cramer_apply, Ring.inverse_eq_inv', smul_eq_mul]
  simp only [hcramer]
  refine ((hcont J hJ).inv₀ hdet.ne_zero).mul (hcont _ fun k l => ?_)
  by_cases h : l = i
  · simpa [Matrix.updateCol_apply, h] using hv k
  · simpa [Matrix.updateCol_apply, h] using hJ k l
```

## The analytic gradient

Apply the displacement identity to the geometries t and x, and divide by t − x:

(E(t) − E(x))/(t − x) = ⟨(v(t)−v(x))/(t−x), w(t)+c⟩ − ⟨c, ((J(t)−J(x))/(t−x)) w(t)⟩.

As t → x, the quotients tend to v′ and J′, and w(t) tends to c. Therefore

E′ = 2⟨c,v′⟩ − ⟨c,J′c⟩.

It is easy to go wrong by differentiating E = ⟨c,v⟩ with c held fixed. That gives only ⟨c,v′⟩ and loses ⟨c′,v⟩, which equals ⟨c,v′⟩ − ⟨c,J′c⟩.

In Lean, `J'` and `v'` are the entrywise derivatives named in the `HasDerivAt` hypotheses. The local lemma `inc` differentiates an increment times a merely continuous factor, and `key` is the displacement identity near x. Positive definiteness isn't used.

```lean
/-- Analytic gradient of the fitted energy: if `J` and `v` are differentiable at `x`, `J x` is
symmetric and invertible, and `J c = v` at `x`, the derivative is `2⟨c, v'⟩ - ⟨c, J' c⟩`. -/
theorem hasDerivAt_fittedEnergy {J : ℝ → Matrix n n ℝ} {v : ℝ → n → ℝ} {x : ℝ}
    {J' : Matrix n n ℝ} {v' c : n → ℝ} (hs : (J x).IsSymm) (hdet : IsUnit (J x).det)
    (hc : J x *ᵥ c = v x) (hJ : ∀ i j, HasDerivAt (fun t => J t i j) (J' i j) x)
    (hv : ∀ i, HasDerivAt (fun t => v t i) (v' i) x) :
    HasDerivAt (fun t => fittedEnergy (J t) (v t))
      (2 * (c ⬝ᵥ v') - c ⬝ᵥ (J' *ᵥ c)) x := by
  obtain ⟨hne, hw⟩ := coefficients_continuousAt hdet
    (fun i j => (hJ i j).continuousAt) (fun i => (hv i).continuousAt)
  -- an increment times a merely continuous factor is differentiable
  have inc : ∀ {f g : ℝ → ℝ} {f' : ℝ}, HasDerivAt f f' x → ContinuousAt g x →
      HasDerivAt (fun t => (f t - f x) * g t) (f' * g x) x := by
    intro f g f' hf hg
    rw [hasDerivAt_iff_tendsto_slope] at hf ⊢
    refine (hf.mul (hg.tendsto.mono_left nhdsWithin_le_nhds)).congr fun t => ?_
    simp only [slope_def_field, sub_self, zero_mul, sub_zero]
    ring
  have h1 := HasDerivAt.fun_sum (u := Finset.univ) fun i _ =>
    inc (hv i) ((hw i).add (continuousAt_const (y := c i)))
  have h2 := HasDerivAt.fun_sum (u := Finset.univ) fun i _ =>
    HasDerivAt.fun_sum (u := Finset.univ) fun j _ =>
      inc (hJ i j) ((continuousAt_const (y := c i)).mul (hw j))
  -- near `x` the energy is given by the finite-displacement identity
  have key : ∀ᶠ t in 𝓝 x, fittedEnergy (J t) (v t) = v x ⬝ᵥ c +
      (∑ i, (v t i - v x i) * (((J t)⁻¹ *ᵥ v t) i + c i) -
        ∑ i, ∑ j, (J t i j - J x i j) * (c i * ((J t)⁻¹ *ᵥ v t) j)) := by
    filter_upwards [hne] with t ht
    have hfit : J t *ᵥ ((J t)⁻¹ *ᵥ v t) = v t := by
      rw [Matrix.mulVec_mulVec, Matrix.mul_nonsing_inv _ ht.isUnit, Matrix.one_mulVec]
    have hdiff := energy_displacement hs hfit hc
    unfold fittedEnergy
    generalize (J t)⁻¹ *ᵥ v t = w at hdiff ⊢
    have e1 : (v t - v x) ⬝ᵥ (w + c) = ∑ i, (v t i - v x i) * (w i + c i) := rfl
    have e2 : c ⬝ᵥ ((J t - J x) *ᵥ w) =
        ∑ i, ∑ j, (J t i j - J x i j) * (c i * w j) := by
      simp only [dotProduct, Matrix.mulVec, Finset.mul_sum, Matrix.sub_apply]
      exact Finset.sum_congr rfl fun i _ => Finset.sum_congr rfl fun j _ => by ring
    rw [e1, e2] at hdiff
    linarith
  refine (((h1.fun_sub h2).const_add (v x ⬝ᵥ c)).congr_of_eventuallyEq key).congr_deriv ?_
  -- at `x` itself the coefficients are `c`
  simp only [Pi.add_apply, Pi.mul_apply, inv_mulVec_eq hdet hc]
  simp only [dotProduct, Matrix.mulVec, Finset.mul_sum]
  congr 1
  · exact Finset.sum_congr rfl fun i _ => by ring
  · exact Finset.sum_congr rfl fun i _ => Finset.sum_congr rfl fun j _ => by ring
```

The vector v′ is the total derivative of v. In a self-consistent calculation it includes the change of the density matrix; removing that response through stationarity of the total energy is a separate step.

The theorem treats one nuclear coordinate at a time. Applied to each coordinate in turn, with the others held fixed, it gives all components of the gradient of E. The same coefficients c serve for all of them.

## Coefficients that don't solve the fitting equations

Let d(x) be any differentiable coefficients. The product rule gives

R′ = 2⟨d′,v⟩ + 2⟨d,v′⟩ − ⟨d′,Jd⟩ − ⟨d,J′d⟩ − ⟨d,Jd′⟩.

By symmetry the two terms with J and d′ are equal, so

R′ = 2⟨d,v′⟩ − ⟨d,J′d⟩ + 2⟨d′, v−Jd⟩.

The last term vanishes when d solves the fitting equations at x. With loosely converged coefficients it generally remains, and a gradient computed without it is then not the derivative of R. The proof writes R as finite sums, differentiates them term by term and merges the response terms with `coulomb_swap`.

```lean
omit [DecidableEq n] in
/-- Gradient of Dunlap's energy for differentiable `J`, `v` and coefficients `d`, with `J x`
symmetric: the response `d'` enters only through the fitting residual `v - J d`. -/
theorem hasDerivAt_robustEnergy {J : ℝ → Matrix n n ℝ} {v d : ℝ → n → ℝ} {x : ℝ}
    {J' : Matrix n n ℝ} {v' d' : n → ℝ} (hs : (J x).IsSymm)
    (hJ : ∀ i j, HasDerivAt (fun t => J t i j) (J' i j) x)
    (hv : ∀ i, HasDerivAt (fun t => v t i) (v' i) x)
    (hd : ∀ i, HasDerivAt (fun t => d t i) (d' i) x) :
    HasDerivAt (fun t => robustEnergy (J t) (v t) (d t))
      (2 * (d x ⬝ᵥ v') - d x ⬝ᵥ (J' *ᵥ d x) + 2 * (d' ⬝ᵥ (v x - J x *ᵥ d x))) x := by
  have h1 := HasDerivAt.fun_sum (u := Finset.univ) fun i _ => (hd i).fun_mul (hv i)
  have h2 := HasDerivAt.fun_sum (u := Finset.univ) fun i _ =>
    HasDerivAt.fun_sum (u := Finset.univ) fun j _ =>
      (hd i).fun_mul ((hJ i j).fun_mul (hd j))
  have hfun : (fun t => robustEnergy (J t) (v t) (d t)) = fun t =>
      2 * (∑ i, d t i * v t i) - ∑ i, ∑ j, d t i * (J t i j * d t j) := by
    funext t
    simp only [robustEnergy, dotProduct, Matrix.mulVec, Finset.mul_sum]
  have e1 : ∑ i, (d' i * v x i + d x i * v' i) = d' ⬝ᵥ v x + d x ⬝ᵥ v' := by
    simp only [dotProduct, Finset.sum_add_distrib]
  have e2 : ∑ i, ∑ j, (d' i * (J x i j * d x j) +
      d x i * (J' i j * d x j + J x i j * d' j)) =
      d' ⬝ᵥ (J x *ᵥ d x) + (d x ⬝ᵥ (J' *ᵥ d x) + d x ⬝ᵥ (J x *ᵥ d')) := by
    simp only [dotProduct, Matrix.mulVec, Finset.mul_sum, mul_add, Finset.sum_add_distrib]
  rw [hfun]
  refine ((h1.const_mul 2).fun_sub h2).congr_deriv ?_
  rw [e1, e2, dotProduct_sub]
  -- symmetry merges the two response terms
  linear_combination coulomb_swap hs d' (d x)

end

end DensityFittingGradient
```

```lean
#print axioms DensityFittingGradient.error_orders
#print axioms DensityFittingGradient.robustEnergy_lt
#print axioms DensityFittingGradient.hasDerivAt_fittedEnergy
#print axioms DensityFittingGradient.hasDerivAt_robustEnergy
```

```
'DensityFittingGradient.error_orders' depends on axioms: [propext, Classical.choice, Quot.sound]
'DensityFittingGradient.robustEnergy_lt' depends on axioms: [propext, Classical.choice, Quot.sound]
'DensityFittingGradient.hasDerivAt_fittedEnergy' depends on axioms: [propext, Classical.choice, Quot.sound]
'DensityFittingGradient.hasDerivAt_robustEnergy' depends on axioms: [propext, Classical.choice, Quot.sound]
```
